# Normalising the polarisation map of two projectors gives a unitary taking Q to P when 1 − (P−Q)² is invertible

If I polarise a complete orthonormal set of orbitals with $R=PQ+(1-P)(1-Q)$ and stop there, the new orbitals are not orthonormal unless $P=Q$, and populations read off from them need not add up to the number of electrons. Here $P$ and $Q$ are Hermitian projectors, say onto the occupied space and onto its approximation in a minimal basis. I believe that multiplying by $(1-(P-Q)^2)^{-1/2}$ repairs this whenever that inverse root exists, and that the result is a unitary $U$ with $UQU^*=P$. Can this be made rigorous, with a proof that a machine has checked?

## The overlap operator measures the distortion

Yes. Write $D=1-(P-Q)^2=1-P-Q+PQ+QP$. Since $P$ and $Q$ are Hermitian, $R^*=QP+(1-Q)(1-P)$. In $RR^*$ the cross terms contain $Q(1-Q)=0$, so

$$RR^*=PQP+(1-P)(1-Q)(1-P)=1-P-Q+PQ+QP=D.$$

Exchanging $P$ and $Q$ turns $R$ into $R^*$ and leaves $D$ unchanged, so $R^*R=D$ as well. Also $RQ=PQ=PR$, because $(1-Q)Q=0$ and $P(1-P)=0$. Similarly, $DQ=QPQ=QD$.

As $D=R^*R$, its spectrum is non-negative; if $D$ is invertible, zero is excluded. Then $S=D^{-1/2}$ is self-adjoint and $SDS=1$. From $DR=RR^*R=RD$, $D$ commutes with $R$, and it commutes with $Q$; hence so does $S$. Taking the adjoint of $SR=RS$ gives $R^*S=SR^*$. With $U=RS$,

$$U^*U=SR^*RS=SDS=1,\qquad UU^*=RSSR^*=SRR^*S=1,$$

$$UQU^*=RSQU^*=RQSU^*=PRSU^*=PUU^*=P.$$

If $\|P-Q\|<1$, then $\|(P-Q)^2\|\le\|P-Q\|^2<1$, and the Neumann series inverts $D$. Without normalisation, $R^*R=1$ means $(P-Q)^2=(P-Q)^*(P-Q)=0$, which holds exactly when $P=Q$.

## Projectors in a C*-algebra

The main theorem, `polarisation_unitary`, says that for star projections $P,Q$ with invertible $D$, the element $U$ satisfies the three identities above. The type `A` is any unital C*-algebra, such as complex matrices with the operator norm or bounded operators on a Hilbert space. `IsStarProjection` means self-adjoint and idempotent, `star` is the adjoint, and `IsUnit (overlapOp P Q)` says that $D$ has a two-sided inverse. `invSqrt` applies $x\mapsto1/\sqrt{x}$ to $D$ by functional calculus.

In finite dimension, invertibility means that no nonzero vector in either projected space is orthogonal to the whole of the other. This is assumed, or derived from $\|P-Q\|<1$ in `polarisation_unitary_of_close`. Matrices must refer to an orthonormal basis, so a non-orthogonal atomic-orbital basis has to be transformed first.

For intrinsic atomic orbitals, the result describes the polarisation step, once it is normalised by $D^{-1/2}$, as a rotation between two one-particle subspaces, given their projectors. It does not construct those projectors or address locality. Since $U$ preserves overlaps, minimal-basis orbitals that are not orthogonal before this step have the same overlaps after it and still have to be orthogonalised.

## From idempotency to the unitary

In Lean 4 with Mathlib:

```lean
import Mathlib

noncomputable section

namespace IntrinsicAtomicOrbitals

section Algebra

variable {A : Type*} [Ring A]

/-- The polarisation map `PQ + (1-P)(1-Q)`: it sends the `Q` part through `P` and the
complement of `Q` through the complement of `P`. -/
def polarisationMap (P Q : A) : A := P * Q + (1 - P) * (1 - Q)

/-- The overlap operator `1 - (P-Q)²` of two projectors. -/
def overlapOp (P Q : A) : A := 1 - (P - Q) ^ 2

/-- The overlap operator is symmetric in the two projectors. -/
theorem overlapOp_symm (P Q : A) : overlapOp Q P = overlapOp P Q := by
  unfold overlapOp
  noncomm_ring

variable [StarRing A] {P Q : A}

/-- The adjoint of the polarisation map is the polarisation map in the reverse direction. -/
theorem star_polarisationMap (hP : IsStarProjection P) (hQ : IsStarProjection Q) :
    star (polarisationMap P Q) = polarisationMap Q P := by
  simp only [polarisationMap, star_add, star_mul, star_sub, star_one,
    hP.isSelfAdjoint.star_eq, hQ.isSelfAdjoint.star_eq]

/-- Both products of the polarisation map with its adjoint equal the overlap operator:
`R R* = R* R = 1 - (P-Q)²`. -/
theorem polarisationMap_normal (hP : IsStarProjection P) (hQ : IsStarProjection Q) :
    polarisationMap P Q * star (polarisationMap P Q) = overlapOp P Q ∧
      star (polarisationMap P Q) * polarisationMap P Q = overlapOp P Q := by
  -- one expansion serves both orders, with the projectors exchanged
  have key : ∀ p q : A, p * p = p → q * q = q →
      polarisationMap p q * polarisationMap q p = overlapOp p q := by
    intro p q hp hq
    unfold polarisationMap overlapOp
    linear_combination (norm := noncomm_ring)
      2 * hp + 2 * hq - 2 * (hq * p) - 2 * (p * hq) + 4 * (p * hq * p)
  rw [star_polarisationMap hP hQ]
  exact ⟨key P Q hP.isIdempotentElem.eq hQ.isIdempotentElem.eq,
    (key Q P hQ.isIdempotentElem.eq hP.isIdempotentElem.eq).trans (overlapOp_symm P Q)⟩

/-- The polarisation map intertwines the two projectors: `R Q = P R`. -/
theorem polarisationMap_intertwines (hP : IsStarProjection P) (hQ : IsStarProjection Q) :
    polarisationMap P Q * Q = P * polarisationMap P Q := by
  have hp : P * P = P := hP.isIdempotentElem.eq
  have hq : Q * Q = Q := hQ.isIdempotentElem.eq
  unfold polarisationMap
  linear_combination (norm := noncomm_ring) hp - hq + 2 * (P * hq) - 2 * (hp * Q)

/-- The overlap operator commutes with the projector `Q`. -/
theorem overlapOp_commute (hP : IsStarProjection P) (hQ : IsStarProjection Q) :
    Commute (overlapOp P Q) Q := by
  have hp : P * P = P := hP.isIdempotentElem.eq
  have hq : Q * Q = Q := hQ.isIdempotentElem.eq
  change overlapOp P Q * Q = Q * overlapOp P Q
  unfold overlapOp
  linear_combination (norm := noncomm_ring) P * hq - hp * Q + Q * hp - hq * P

end Algebra

section CStar

variable {A : Type*} [CStarAlgebra A] {P Q : A}

/-- The inverse square root `a^(-1/2)` by functional calculus, meant for self-adjoint `a`
with strictly positive spectrum. -/
def invSqrt (a : A) : A := cfc (fun x : ℝ => (Real.sqrt x)⁻¹) a

/-- For self-adjoint `a` with strictly positive spectrum, `a^(-1/2) a a^(-1/2) = 1`. -/
theorem invSqrt_normalises {a : A} (ha : IsSelfAdjoint a)
    (hpos : ∀ x ∈ spectrum ℝ a, 0 < x) : invSqrt a * a * invSqrt a = 1 := by
  let f : ℝ → ℝ := fun x => (Real.sqrt x)⁻¹
  have hf : ContinuousOn f (spectrum ℝ a) :=
    Real.continuous_sqrt.continuousOn.inv₀ fun x hx => (Real.sqrt_pos.2 (hpos x hx)).ne'
  change cfc f a * a * cfc f a = 1
  calc cfc f a * a * cfc f a = cfc f a * cfc (id : ℝ → ℝ) a * cfc f a := by
        rw [cfc_id ℝ a ha]
    _ = cfc (fun x => f x * id x * f x) a := by
        rw [← cfc_mul f id a hf continuousOn_id,
          ← cfc_mul (fun x => f x * id x) f a (hf.mul continuousOn_id) hf]
    _ = cfc (fun _ : ℝ => (1 : ℝ)) a := by
        apply cfc_congr
        intro x hx
        have h0 : Real.sqrt x ≠ 0 := (Real.sqrt_pos.2 (hpos x hx)).ne'
        have h1 : Real.sqrt x * Real.sqrt x = x := Real.mul_self_sqrt (hpos x hx).le
        change (Real.sqrt x)⁻¹ * x * (Real.sqrt x)⁻¹ = 1
        field_simp
        linarith
    _ = 1 := cfc_const_one ℝ a ha

/-- If `1 - (P-Q)²` is invertible, then `U = R (1 - (P-Q)²)^(-1/2)` is unitary and
conjugates `Q` into `P`. -/
theorem polarisation_unitary (hP : IsStarProjection P) (hQ : IsStarProjection Q)
    (hD : IsUnit (overlapOp P Q)) :
    let U := polarisationMap P Q * invSqrt (overlapOp P Q)
    star U * U = 1 ∧ U * star U = 1 ∧ U * Q * star U = P := by
  intro U
  obtain ⟨h1, h2⟩ := polarisationMap_normal hP hQ
  have hRQ := polarisationMap_intertwines hP hQ
  have hDQ := overlapOp_commute hP hQ
  set R := polarisationMap P Q
  set D := overlapOp P Q
  have hsa : IsSelfAdjoint D := h2 ▸ IsSelfAdjoint.star_mul_self R
  -- an invertible operator of the form R* R has strictly positive spectrum
  have hpos : ∀ x ∈ spectrum ℝ D, 0 < x := by
    intro x hx
    have hx0 : 0 ≤ x := spectrum_star_mul_self_nonneg (b := R) x (by rwa [h2])
    refine lt_of_le_of_ne hx0 ?_
    rintro rfl
    exact spectrum.zero_notMem ℝ hD hx
  have hS := invSqrt_normalises hsa hpos
  have hDR : Commute D R := by
    change D * R = R * D
    calc D * R = R * star R * R := by rw [h1]
      _ = R * D := by rw [mul_assoc, h2]
  -- functions of D commute with whatever D commutes with
  have hSR : invSqrt D * R = R * invSqrt D := (hDR.cfc_real _).eq
  have hSQ : invSqrt D * Q = Q * invSqrt D := (hDQ.cfc_real _).eq
  have hSs : star (invSqrt D) = invSqrt D :=
    (cfc_predicate (fun x : ℝ => (Real.sqrt x)⁻¹) D : IsSelfAdjoint _)
  have hU : star U = invSqrt D * star R := by
    change star (R * invSqrt D) = _
    rw [star_mul, hSs]
  have hU' : star U = star R * invSqrt D := by
    change star (R * invSqrt D) = _
    rw [← hSR, star_mul, hSs]
  have hUU : U * star U = 1 := by
    rw [hU']
    change R * invSqrt D * (star R * invSqrt D) = 1
    rw [← hSR, ← hS, ← h1]
    simp only [mul_assoc]
  refine ⟨?_, hUU, ?_⟩
  · rw [hU]
    change invSqrt D * star R * (R * invSqrt D) = 1
    rw [← hS, ← h2]
    simp only [mul_assoc]
  · have hUQ : U * Q = P * U := by
      change R * invSqrt D * Q = P * (R * invSqrt D)
      rw [mul_assoc, hSQ, ← mul_assoc, hRQ, mul_assoc]
    rw [hUQ, mul_assoc, hUU, mul_one]

/-- If `‖P - Q‖ < 1`, then `R (1 - (P-Q)²)^(-1/2)` is unitary and conjugates `Q` into `P`. -/
theorem polarisation_unitary_of_close (hP : IsStarProjection P) (hQ : IsStarProjection Q)
    (h : ‖P - Q‖ < 1) :
    let U := polarisationMap P Q * invSqrt (overlapOp P Q)
    star U * U = 1 ∧ U * star U = 1 ∧ U * Q * star U = P := by
  have hn : ‖(P - Q) ^ 2‖ < 1 := by
    rw [pow_two]
    nlinarith [norm_mul_le (P - Q) (P - Q), norm_nonneg (P - Q)]
  exact polarisation_unitary hP hQ ⟨Units.oneSub _ hn, rfl⟩

/-- Without normalisation, the polarisation map satisfies `R* R = 1` exactly when the two
projectors coincide. -/
theorem polarisationMap_isometry_iff (hP : IsStarProjection P) (hQ : IsStarProjection Q) :
    star (polarisationMap P Q) * polarisationMap P Q = 1 ↔ P = Q := by
  rw [(polarisationMap_normal hP hQ).2, overlapOp, sub_eq_self]
  constructor
  · intro h
    have hs : star (P - Q) * (P - Q) = 0 := by
      rw [star_sub, hP.isSelfAdjoint.star_eq, hQ.isSelfAdjoint.star_eq, ← pow_two, h]
    exact sub_eq_zero.1 ((CStarRing.star_mul_self_eq_zero_iff _).1 hs)
  · rintro rfl
    simp

end CStar

/-- The projector on the first of two orthonormal orbitals. -/
def siteProjector : Matrix (Fin 2) (Fin 2) ℂ := !![1, 0; 0, 0]

/-- The projector on the normalised sum of two orthonormal orbitals. -/
def sumProjector : Matrix (Fin 2) (Fin 2) ℂ := !![1/2, 1/2; 1/2, 1/2]

/-- The site and sum projectors are Hermitian projectors that do not commute, and their
overlap operator is invertible. -/
theorem polarisation_witness :
    IsStarProjection siteProjector ∧ IsStarProjection sumProjector ∧
      siteProjector * sumProjector ≠ sumProjector * siteProjector ∧
      IsUnit (overlapOp siteProjector sumProjector) := by
  have hD : overlapOp siteProjector sumProjector = !![1/2, 0; 0, 1/2] := by
    ext i j
    fin_cases i <;> fin_cases j <;>
      norm_num [overlapOp, siteProjector, sumProjector, pow_two, Matrix.mul_apply,
        Fin.sum_univ_succ]
  refine ⟨⟨?_, ?_⟩, ⟨?_, ?_⟩, ?_, ?_⟩
  · change siteProjector * siteProjector = siteProjector
    ext i j
    fin_cases i <;> fin_cases j <;> norm_num [siteProjector, Matrix.mul_apply]
  · change star siteProjector = siteProjector
    ext i j
    fin_cases i <;> fin_cases j <;> norm_num [siteProjector, Matrix.star_apply]
  · change sumProjector * sumProjector = sumProjector
    ext i j
    fin_cases i <;> fin_cases j <;> norm_num [sumProjector, Matrix.mul_apply]
  · change star sumProjector = sumProjector
    ext i j
    fin_cases i <;> fin_cases j <;> norm_num [sumProjector, Matrix.star_apply]
  · intro h
    have h01 := congrFun (congrFun h 0) 1
    norm_num [siteProjector, sumProjector, Matrix.mul_apply, Fin.sum_univ_succ] at h01
  · rw [hD, Matrix.isUnit_iff_isUnit_det, Matrix.det_fin_two_of]
    exact isUnit_iff_ne_zero.2 (by norm_num)

end IntrinsicAtomicOrbitals
```

```lean
#print axioms IntrinsicAtomicOrbitals.polarisation_unitary_of_close
#print axioms IntrinsicAtomicOrbitals.polarisationMap_isometry_iff
```

```
'IntrinsicAtomicOrbitals.polarisation_unitary_of_close' depends on axioms: [propext, Classical.choice, Quot.sound]
'IntrinsicAtomicOrbitals.polarisationMap_isometry_iff' depends on axioms: [propext, Classical.choice, Quot.sound]
```

Three of the five algebraic lemmas use `linear_combination` with `noncomm_ring`: multiples of $P^2=P$ and $Q^2=Q$ are supplied, and the remaining identity is checked by expansion without reordering factors. In `polarisationMap_normal`, `key` does this once for both products, with `star_polarisationMap` supplying the adjoint and `overlapOp_symm` the exchange symmetry. `polarisationMap_intertwines` and `overlapOp_commute` give $RQ=PR$ and $DQ=QD$.

`invSqrt_normalises` proves $SDS=1$: `cfc_mul` merges the three factors into one function, and `cfc_congr` replaces it by the constant 1 on the spectrum. In the main proof, `hpos` establishes strict positivity, `cfc_real` passes the commutation relations from $D$ to $S$, and the last lines follow the calculation of $U^*U$, $UU^*$ and $UQU^*$.

`polarisation_unitary_of_close` inverts $D$ through `Units.oneSub`, and `polarisationMap_isometry_iff` uses the C*-property that $x^*x=0$ forces $x=0$. Finally, `polarisation_witness` takes the projectors onto $|1\rangle$ and $(|1\rangle+|2\rangle)/\sqrt2$. They do not commute, and their overlap operator is $\tfrac12$ times the identity, hence invertible.
